# For a positive definite interaction, the direct RPA correlation integrand of one responding electron is strictly negative

A hydrogen atom has a single electron. It has no partner whose motion it could follow or avoid, so its correlation energy is zero. The direct random-phase approximation (RPA) computes correlation from something that even this atom possesses, the response of its density to a perturbation. With $\chi(iu)$ the non-interacting density response at imaginary frequency $iu$ and $V$ the electron repulsion, the energy is

$$E_c^{\mathrm{dRPA}}=\frac{1}{2\pi}\int_0^\infty du\,\Big[\ln\det(1-\chi V)+\mathrm{tr}(\chi V)\Big].$$

Does this energy vanish for one electron, as it should? On a finite set of sites, with real orbitals, positive excitation energies and a positive definite repulsion matrix, the bracket is strictly negative at every imaginary frequency as soon as the electron can respond at all. This is the self-correlation error of direct RPA total energies in electronic-structure calculations, here in a finite-site model.

## Sites, response and energy

```lean
import Mathlib

open Matrix

namespace RPASelfCorrelation

noncomputable section

variable {n m ι : Type*} [Fintype n] [DecidableEq n] [Fintype m] [DecidableEq m] [Fintype ι]
```

The file loads the mathematical library Mathlib and declares three finite index sets: `n` labels the sites, `m` the columns of a factor of the interaction, and `ι` the excitations. A `Matrix n n ℝ` is a real matrix whose rows and columns are labelled by sites.

```lean
/-- The direct RPA correlation integrand `ln det(1 - χV) + tr(χV)` at one imaginary frequency,
for a density response `χ` and an interaction `V`; its domain is `det(1 - χV) > 0`. -/
def rpaIntegrand (χ V : Matrix n n ℝ) : ℝ :=
  Real.log (1 - χ * V).det + (χ * V).trace
```

This is the bracket above, at one frequency. The response $\chi$ and the interaction $V$ are so far arbitrary real matrices. Lean's `Real.log` also returns a value for arguments that are not positive, but in the negativity theorems below the determinant is at least 1, so the logarithm is the usual one.

```lean
/-- The transition density between two real orbitals, site by site. -/
def transitionDensity (φ ψ : n → ℝ) : n → ℝ := fun i => φ i * ψ i
```

For orbitals $\varphi$ and $\psi$, the transition density at site $i$ is $\varphi_i\psi_i$. It is nonzero exactly when the two orbitals share a site on which neither vanishes.

```lean
/-- The non-interacting density response at imaginary frequency `iu` of one electron in the
orbital `φ`, with excitations to the orbitals `ψ a` at positive energies `ω a`. -/
def oneElectronResponse (φ : n → ℝ) (ψ : ι → n → ℝ) (ω : ι → ℝ) (u : ℝ) : Matrix n n ℝ :=
  -∑ a, (2 * ω a / (ω a ^ 2 + u ^ 2)) •
    vecMulVec (transitionDensity φ (ψ a)) (transitionDensity φ (ψ a))
```

Write $d_a$ for the transition density between the occupied orbital $\varphi$ and the orbital $\psi_a$, and $\omega_a$ for the excitation energy, in units with $\hbar=1$. The definition reads

$$\chi_{ij}(iu)=-\sum_a c_a\,d_{a,i}\,d_{a,j},\qquad c_a=\frac{2\omega_a}{\omega_a^2+u^2}.$$

The function `vecMulVec` forms the matrix of products $d_{a,i}d_{a,j}$. There is no factor for spin, because there is one electron in one spin channel. The orbitals and energies are free inputs: the definition does not ask that they come from a particular Hamiltonian, or that the orbitals be orthonormal.

```lean
/-- The Hartree-Fock energy of a spin-polarised density matrix `γ`: one-body energy, Hartree
repulsion and exchange, for a one-body Hamiltonian `h` and a density-density interaction `V`. -/
def hartreeFockEnergy (h V γ : Matrix n n ℝ) : ℝ :=
  ∑ i, ∑ j, (h i j * γ j i + V i j / 2 * (γ i i * γ j j - γ i j ^ 2))
```

For a one-body Hamiltonian $h$ and a spin-polarised density matrix $\gamma$, this is

$$E_{\mathrm{HF}}[\gamma]=\sum_{ij}\Big[h_{ij}\gamma_{ji}+\tfrac12V_{ij}\big(\gamma_{ii}\gamma_{jj}-\gamma_{ij}^2\big)\Big].$$

The product $\gamma_{ii}\gamma_{jj}$ gives the Hartree repulsion between site densities, and $\gamma_{ij}^2$ gives exchange.

## The logarithm of a determinant against a trace

```lean
/-- For a nonzero real symmetric positive semidefinite matrix `M`, `ln det(1 + M)` is strictly
smaller than the trace of `M`. -/
theorem log_det_one_add_lt_trace {M : Matrix n n ℝ} (hM : M.PosSemidef) (h0 : M ≠ 0) :
    Real.log (1 + M).det < M.trace := by
  have hA : (1 + M).PosDef := Matrix.PosDef.one.add_posSemidef hM
  have hpos : ∀ i, 0 < hA.isHermitian.eigenvalues i := fun i => hA.eigenvalues_pos i
  -- determinant and trace in terms of the eigenvalues of `1 + M`
  have hdet : (1 + M).det = ∏ i, hA.isHermitian.eigenvalues i := by
    simpa using hA.isHermitian.det_eq_prod_eigenvalues
  have htr : ∑ i, (hA.isHermitian.eigenvalues i - 1) = M.trace := by
    have h := hA.isHermitian.trace_eq_sum_eigenvalues
    rw [Matrix.trace_add, Matrix.trace_one] at h
    simp only [RCLike.ofReal_real_eq_id, id_eq] at h
    simp only [Finset.sum_sub_distrib, Finset.sum_const, Finset.card_univ, nsmul_eq_mul, mul_one]
    linarith
  have hlog : Real.log (∏ i, hA.isHermitian.eigenvalues i)
      = ∑ i, Real.log (hA.isHermitian.eigenvalues i) := by
    apply Real.log_prod
    intro i _
    exact (hpos i).ne'
  -- some eigenvalue differs from one, since otherwise the trace of `M` would vanish
  have hex : ∃ i, hA.isHermitian.eigenvalues i ≠ 1 := by
    by_contra hcon
    push Not at hcon
    apply h0
    apply hM.trace_eq_zero_iff.mp
    rw [← htr]
    exact Finset.sum_eq_zero fun i _ => by rw [hcon i, sub_self]
  obtain ⟨k, hk⟩ := hex
  rw [hdet, hlog, ← htr]
  exact Finset.sum_lt_sum (fun i _ => Real.log_le_sub_one_of_pos (hpos i))
    ⟨k, Finset.mem_univ k, Real.log_lt_sub_one_of_pos (hpos k) hk⟩
```

A Lean theorem lists its hypotheses in brackets, states its conclusion after the colon, and gives the proof after `:= by`. Here `hM` names the hypothesis that $M$ is positive semidefinite, which in Mathlib includes symmetry for a real matrix, and `h0` names the hypothesis $M\neq0$. The conclusion is $\ln\det(1+M)<\mathrm{tr}\,M$.

By hand, let $\lambda_i$ be the eigenvalues of $1+M$. They are positive, and

$$\det(1+M)=\prod_i\lambda_i,\qquad \mathrm{tr}\,M=\sum_i(\lambda_i-1).$$

The logarithm lies below its tangent at 1, so $\ln\lambda_i\le\lambda_i-1$, with equality only at $\lambda_i=1$. If every $\lambda_i$ were 1, the trace of $M$ would be zero. The eigenvalues of $M$ are nonnegative, so they would all vanish, and $M$ would be zero, against the hypothesis. Hence some $\lambda_k\neq1$, and

$$\ln\det(1+M)=\sum_i\ln\lambda_i<\sum_i(\lambda_i-1)=\mathrm{tr}\,M.$$

The proof has the same order. Each `have` records an intermediate fact: `hdet` and `htr` are the two eigenvalue formulas, `hlog` turns the logarithm of the product into a sum, and `hex` finds the eigenvalue different from 1 by contradiction. The last step, `Finset.sum_lt_sum`, says that a sum is strictly smaller than another if no term is larger and at least one is strictly smaller.

```lean
/-- For every real symmetric positive semidefinite matrix `M`, `ln det(1 + M)` is at most the
trace of `M`, with equality if and only if `M = 0`. -/
theorem log_det_one_add_le_trace {M : Matrix n n ℝ} (hM : M.PosSemidef) :
    Real.log (1 + M).det ≤ M.trace ∧ (Real.log (1 + M).det = M.trace ↔ M = 0) := by
  by_cases h0 : M = 0
  · subst h0
    simp
  · have h := log_det_one_add_lt_trace hM h0
    exact ⟨h.le, fun he => absurd he h.ne, fun he => absurd he h0⟩
```

This adds the case $M=0$, where both sides are zero. For every positive semidefinite $M$ we then have $\ln\det(1+M)\le\mathrm{tr}\,M$, with equality if and only if $M=0$. The proof splits with `by_cases` into $M=0$ and $M\ne0$, and the second case is the strict inequality just shown.

## From the response to a symmetric matrix

```lean
/-- For an interaction factorised as `V = L Lᵀ`, the RPA integrand equals `ln det(1 + M) - tr M`
with the matrix `M = Lᵀ(-χ)L`. -/
theorem rpaIntegrand_factorised (χ : Matrix n n ℝ) (L : Matrix n m ℝ) :
    rpaIntegrand χ (L * Lᵀ)
      = Real.log (1 + Lᵀ * (-χ) * L).det - (Lᵀ * (-χ) * L).trace := by
  have hd : (1 - χ * (L * Lᵀ)).det = (1 + Lᵀ * (-χ) * L).det := by
    have h := Matrix.det_one_add_mul_comm ((-χ) * L) Lᵀ
    rw [Matrix.mul_assoc Lᵀ, ← h, Matrix.mul_assoc, Matrix.neg_mul, ← sub_eq_add_neg]
  have ht : (Lᵀ * (-χ) * L).trace = -(χ * (L * Lᵀ)).trace := by
    rw [Matrix.mul_assoc, Matrix.trace_mul_comm, Matrix.mul_assoc, Matrix.neg_mul,
      Matrix.trace_neg]
  unfold rpaIntegrand
  rw [hd, ht]
  ring
```

The product $\chi V$ is in general not symmetric, so the inequality does not apply to it directly. Suppose the interaction is factorised as $V=LL^{\mathsf T}$, as a Cholesky decomposition provides, and set $M=L^{\mathsf T}(-\chi)L$. The determinant identity $\det(1+AB)=\det(1+BA)$, with $A=-\chi L$ and $B=L^{\mathsf T}$, gives

$$\det(1-\chi LL^{\mathsf T})=\det(1+L^{\mathsf T}(-\chi)L)=\det(1+M).$$

Cyclic invariance of the trace gives $\mathrm{tr}\,M=-\mathrm{tr}(\chi V)$. Together,

$$\ln\det(1-\chi V)+\mathrm{tr}(\chi V)=\ln\det(1+M)-\mathrm{tr}\,M.$$

The facts `hd` and `ht` are these two identities. The factor $L$ may be rectangular, in which case the determinants on the two sides belong to matrices of different sizes.

```lean
/-- For a nonsingular interaction `V = L Lᵀ` and a nonzero response `χ` with `-χ` positive
semidefinite, the direct RPA correlation integrand is strictly negative. -/
theorem rpaIntegrand_neg {χ : Matrix n n ℝ} (L : Matrix n m ℝ) (hχ : (-χ).PosSemidef)
    (hV : IsUnit (L * Lᵀ)) (h0 : χ ≠ 0) : rpaIntegrand χ (L * Lᵀ) < 0 := by
  have hM : (Lᵀ * (-χ) * L).PosSemidef := by
    simpa only [Matrix.conjTranspose_eq_transpose_of_trivial] using
      hχ.conjTranspose_mul_mul_same L
  have hM0 : Lᵀ * (-χ) * L ≠ 0 := by
    intro h
    -- a vanishing `M` forces `V χ V = 0`, and `V` can be cancelled on both sides
    have h1 : (L * Lᵀ) * χ * (L * Lᵀ) = -(L * (Lᵀ * (-χ) * L) * Lᵀ) := by
      simp only [Matrix.mul_neg, Matrix.neg_mul, neg_neg, Matrix.mul_assoc]
    rw [h, Matrix.mul_zero, Matrix.zero_mul, neg_zero] at h1
    exact h0 (hV.mul_right_eq_zero.mp (hV.mul_left_eq_zero.mp h1))
  rw [rpaIntegrand_factorised]
  exact sub_neg.mpr (log_det_one_add_lt_trace hM hM0)
```

The hypotheses are that $-\chi$ is positive semidefinite, that $V=LL^{\mathsf T}$ is invertible (`IsUnit`), and that $\chi\neq0$. The first holds for a static or imaginary-frequency response that opposes the perturbation. The second, combined with the factorised form, says that every nonzero density fluctuation has a positive repulsion energy with itself.

To use the strict inequality we need $M$ to be positive semidefinite and nonzero. For any vector $x$,

$$x^{\mathsf T}Mx=(Lx)^{\mathsf T}(-\chi)(Lx)\ge0.$$

If $M$ were zero, then

$$V\chi V=-L\,M\,L^{\mathsf T}=0,$$

and multiplying by $V^{-1}$ from both sides would give $\chi=0$, which is excluded. So $M\neq0$, and the integrand $\ln\det(1+M)-\mathrm{tr}\,M$ is negative. In the proof, `hM` and `hM0` are these two properties. Nothing in this theorem refers to the number of electrons.

## One electron

```lean
omit [DecidableEq n] in
/-- For one electron in a real orbital `φ`, exchange cancels the Hartree self-repulsion, and the
Hartree-Fock energy is `φᵀ h φ`, the expectation value of `h` when `φ` is normalised. -/
theorem hartreeFockEnergy_one_electron (h V : Matrix n n ℝ) (φ : n → ℝ) :
    hartreeFockEnergy h V (vecMulVec φ φ) = φ ⬝ᵥ h *ᵥ φ := by
  simp only [hartreeFockEnergy, dotProduct, Matrix.mulVec, Finset.mul_sum,
    Matrix.vecMulVec_apply]
  refine Finset.sum_congr rfl fun i _ => Finset.sum_congr rfl fun j _ => ?_
  ring
```

Put the density matrix $\gamma_{ij}=\varphi_i\varphi_j$ of one electron into the Hartree-Fock functional. The interaction part of each term is

$$\tfrac12V_{ij}\big(\varphi_i^2\varphi_j^2-(\varphi_i\varphi_j)^2\big)=0,$$

so exchange removes the Hartree self-repulsion pair by pair, whatever $V$ is. What remains is $\sum_{ij}\varphi_ih_{ij}\varphi_j$, written `φ ⬝ᵥ h *ᵥ φ` in Lean. The proof unfolds the sums and lets `ring` check the algebra for each pair $i,j$.

The identity holds for any real vector $\varphi$; when $\varphi$ is normalised, the right-hand side is the energy expectation value of the electron. For one electron, Hartree-Fock therefore minimises the same expression as the exact problem, and there is no energy left over to call correlation.

```lean
/-- For one electron with positive excitation energies, at least one nonzero transition density
and a nonsingular interaction `V = L Lᵀ`, the direct RPA correlation integrand is strictly
negative at every imaginary frequency. -/
theorem rpaIntegrand_one_electron_neg (φ : n → ℝ) (ψ : ι → n → ℝ) (ω : ι → ℝ) (u : ℝ)
    (L : Matrix n m ℝ) (hω : ∀ a, 0 < ω a) (hV : IsUnit (L * Lᵀ))
    (hd : ∃ a, transitionDensity φ (ψ a) ≠ 0) :
    rpaIntegrand (oneElectronResponse φ ψ ω u) (L * Lᵀ) < 0 := by
  have hc : ∀ a, 0 < 2 * ω a / (ω a ^ 2 + u ^ 2) := fun a => by
    have := hω a
    positivity
  apply rpaIntegrand_neg L _ hV
  · -- a diagonal element of the response is strictly negative
    obtain ⟨a, ha⟩ := hd
    obtain ⟨i, hi⟩ := Function.ne_iff.mp ha
    intro h0
    have h1 := congrFun (congrFun h0 i) i
    simp only [oneElectronResponse, Matrix.neg_apply, Matrix.sum_apply, Matrix.smul_apply,
      Matrix.vecMulVec_apply, smul_eq_mul, Matrix.zero_apply, neg_eq_zero] at h1
    have h2 : 0 < ∑ b, 2 * ω b / (ω b ^ 2 + u ^ 2) *
        (transitionDensity φ (ψ b) i * transitionDensity φ (ψ b) i) :=
      Finset.sum_pos' (fun b _ => mul_nonneg (hc b).le (mul_self_nonneg _))
        ⟨a, Finset.mem_univ a, mul_pos (hc a) (mul_self_pos.mpr hi)⟩
    exact h2.ne' h1
  · -- each excitation contributes a positive semidefinite term to `-χ`
    rw [oneElectronResponse, neg_neg]
    refine Finset.sum_induction _ Matrix.PosSemidef (fun _ _ ha hb => ha.add hb)
      Matrix.PosSemidef.zero (fun a _ => ?_)
    have h := Matrix.posSemidef_vecMulVec_self_star (transitionDensity φ (ψ a))
    rw [star_trivial] at h
    exact h.smul (hc a).le

end

end RPASelfCorrelation
```

The hypotheses now speak of excitations: all $\omega_a$ are positive, $V=LL^{\mathsf T}$ is nonsingular, and at least one transition density is nonzero. The conclusion holds for every real $u$.

It remains to check the two conditions on $\chi$ in the previous negativity theorem. Since $\omega_a>0$, every weight $c_a$ is positive; this is `hc`. For any vector $x$,

$$x^{\mathsf T}(-\chi)x=\sum_ac_a\,(d_a\cdot x)^2\ge0,$$

so $-\chi$ is positive semidefinite. If $d_{a,i}\neq0$ for some excitation $a$ and site $i$, then

$$\chi_{ii}=-\sum_bc_b\,d_{b,i}^2<0,$$

so $\chi\neq0$. After `apply rpaIntegrand_neg L _ hV`, these two conditions remain to be proved, and the code treats them in the reverse of the order used here: first the nonzero diagonal element, then semidefiniteness, built up by adding one excitation at a time.

The contrast with the Hartree-Fock identity locates the fault. There, exchange cancels the electron's repulsion with itself. Direct RPA has no exchange in its response to the interaction, so the electron's density fluctuation interacts with itself and lowers the energy.

```lean
#print axioms RPASelfCorrelation.log_det_one_add_le_trace
-- 'RPASelfCorrelation.log_det_one_add_le_trace' depends on axioms: [propext, Classical.choice, Quot.sound]
#print axioms RPASelfCorrelation.hartreeFockEnergy_one_electron
-- 'RPASelfCorrelation.hartreeFockEnergy_one_electron' depends on axioms: [propext, Classical.choice, Quot.sound]
#print axioms RPASelfCorrelation.rpaIntegrand_one_electron_neg
-- 'RPASelfCorrelation.rpaIntegrand_one_electron_neg' depends on axioms: [propext, Classical.choice, Quot.sound]
```

## One electron on two sites

The smallest example with orthogonal orbitals has two sites, hopping amplitude $t>0$ and on-site repulsion $V=U\,\mathbb 1$ with $U>0$. The electron occupies $\varphi=(1,1)/\sqrt2$ and has one excitation, to $\psi=(1,-1)/\sqrt2$, at energy $\omega=2t$. The transition density is $d=(\tfrac12,-\tfrac12)$, and the integrand becomes

$$\ln(1+x)-x,\qquad x=\frac{2\omega}{\omega^2+u^2}\,d^{\mathsf T}Vd=\frac{2tU}{4t^2+u^2}.$$

It is negative for every $u$ and fades as $-x^2/2$ at high frequency. The theorems stop at a fixed frequency; ordinary calculus then gives the integrated energy

$$E_c^{\mathrm{dRPA}}=\tfrac12\Big(\sqrt{4t^2+2tU}-2t-\tfrac U2\Big)<0,$$

although the electron has nothing to repel it.

The same example shows what nonsingularity does. If instead all four entries of $V$ are equal, the interaction sees only the total charge. The transition density moves charge from one site to the other without changing the total, so $d^{\mathsf T}Vd=0$, and the integrand vanishes even though the response does not.
